# Gauss–Chebyshev quadrature with N equally weighted nodes is exact for real polynomials of degree below 2N

Q: Take an infinite uniform tight-binding chain with one orthonormal orbital per site and a positive nearest-neighbour hopping matrix element. Measured from the band centre in units of half the bandwidth, the energy is x = cos θ, where θ is the Bloch phase per site. (A negative matrix element gives x = −cos θ; replacing θ by π − θ shows that the band average is the same.) I want the band average of a polynomial p(x), for instance a moment of the density of states. A colleague samples N phases, takes the plain mean and calls it exact. How can a finite sample reproduce a continuous band, and does the Lean theorem really say so?

A: It does, if the degree of p is below 2N and the phases are the right ones. The band average is

(1/π) ∫₀^π p(cos θ) dθ = (1/π) ∫₋₁¹ p(x)/√(1−x²) dx,

and the theorem says that the integral on the right equals

∫₋₁¹ p(x)/√(1−x²) dx = (π/N) Σ p(x_k), k = 0, …, N−1,

with nodes x_k = cos θ_k and θ_k = (2k+1)π/(2N). Dividing by π gives your colleague's mean. For this non-interacting one-band chain, N sampled phases therefore give every moment up to order 2N−1 exactly.

```lean
import Mathlib

open Polynomial.Chebyshev (T T_real_cos)
open scoped Real

namespace GaussChebyshev

noncomputable section
```

Q: Which phases does the file use? In my notes k is a wavevector.

A: Here k only counts nodes. The phase θ_k is `angle N k`, the midpoint of the k-th of N equal slices of [0, π].

```lean
/-- The angle `(2k+1)π/(2N)` of the `k`-th Chebyshev node, for `N ≥ 1`. -/
def angle (N k : ℕ) : ℝ := (2 * k + 1) * π / (2 * N)
```

The energy x_k is `node N k`.

```lean
/-- The `k`-th Chebyshev node `x_k = cos((2k+1)π/(2N))`, for `N ≥ 1`. -/
def node (N k : ℕ) : ℝ := Real.cos (angle N k)
```

Q: Then show me why a sampled wave averages to zero as the continuous one does.

A: Start with an arbitrary angle a. The product formula gives

2 sin a cos((2k+1)a) = sin((2k+2)a) − sin(2ka).

Summed over k = 0, …, n−1, neighbouring terms cancel and leave

2 sin a Σ cos((2k+1)a) = sin(2na).

Lean proves this for every real a and every natural n by induction on n. The new term is absorbed by writing 2na and 2(n+1)a as (2n+1)a ∓ a and expanding both sines.

```lean
/-- The sum of cosines at odd multiples of an angle `a` telescopes after
multiplication by `2 sin a`. -/
theorem two_sin_mul_sum_cos (a : ℝ) (n : ℕ) :
    2 * Real.sin a * ∑ k ∈ Finset.range n, Real.cos ((2 * k + 1) * a)
      = Real.sin (2 * n * a) := by
  induction n with
  | zero => simp
  | succ n ih =>
    rw [Finset.sum_range_succ, mul_add, ih]
    have h1 : 2 * (n : ℝ) * a = (2 * n + 1) * a - a := by ring
    have h2 : 2 * ((n + 1 : ℕ) : ℝ) * a = (2 * n + 1) * a + a := by
      push_cast
      ring
    rw [h1, h2, Real.sin_sub, Real.sin_add]
    ring
```

Now set n = N and a = mπ/(2N), with m a nonzero integer and |m| < 2N. The right-hand side is sin(mπ) = 0. On the left, a lies strictly between −π and π and is not zero, so sin a ≠ 0 and we may divide by it:

Σ cos(mθ_k) = 0.

In the proof, `hlo` and `hhi` are the two bounds on a, `hs` is the nonvanishing sine, and `hsum` is the result of the division. The last lines identify (2k+1)a with mθ_k.

```lean
/-- A cosine wave of nonzero integer frequency `m` with `|m| < 2N` sums to zero
over the `N` node angles. -/
theorem sum_cos_angle (N : ℕ) (m : ℤ) (hm : m ≠ 0)
    (h1 : -(2 * N : ℤ) < m) (h2 : m < 2 * N) :
    ∑ k ∈ Finset.range N, Real.cos (m * angle N k) = 0 := by
  have hN : (0 : ℝ) < N := by
    have : 0 < N := by omega
    exact_mod_cast this
  have h1' : -(2 * N : ℝ) < m := by exact_mod_cast h1
  have h2' : (m : ℝ) < 2 * N := by exact_mod_cast h2
  have hm' : (m : ℝ) ≠ 0 := by exact_mod_cast hm
  -- the half-step angle lies strictly between -π and π, so its sine is nonzero
  have hs : Real.sin (m * π / (2 * N)) ≠ 0 := by
    have hlo : -π < m * π / (2 * N) := by
      rw [lt_div_iff₀ (by positivity)]
      nlinarith [mul_lt_mul_of_pos_right h1' Real.pi_pos]
    have hhi : m * π / (2 * N) < π := by
      rw [div_lt_iff₀ (by positivity)]
      nlinarith [mul_lt_mul_of_pos_right h2' Real.pi_pos]
    rw [Ne, Real.sin_eq_zero_iff_of_lt_of_lt hlo hhi]
    exact div_ne_zero (mul_ne_zero hm' Real.pi_ne_zero) (by positivity)
  have h := two_sin_mul_sum_cos (m * π / (2 * N)) N
  have e : 2 * (N : ℝ) * (m * π / (2 * N)) = m * π := by field_simp
  rw [e, Real.sin_int_mul_pi] at h
  have hsum := (mul_eq_zero.mp h).resolve_left (mul_ne_zero two_ne_zero hs)
  rw [← hsum]
  refine Finset.sum_congr rfl fun k _ => ?_
  congr 1
  unfold angle
  ring
```

Q: Where do the Chebyshev polynomials come in?

A: Through T_m(cos θ) = cos(mθ), which Mathlib supplies as `T_real_cos`. Its `T ℝ m` is the textbook polynomial of the first kind, with the index allowed to be any integer. For 0 < m < 2N, the sum of T_m(x_k) is the cosine sum just found, hence zero. For m = 0 every term is 1 and the sum is N. `sum_T_node` states both cases for a natural number m below 2N. That bound already forces N ≥ 1, so there is no separate hypothesis on N.

```lean
/-- For `m < 2N`, the sum of `T_m` over the `N` Chebyshev nodes is `N` if `m = 0`
and zero otherwise. -/
theorem sum_T_node (N m : ℕ) (hm : m < 2 * N) :
    ∑ k ∈ Finset.range N, (T ℝ (m : ℤ)).eval (node N k)
      = if m = 0 then (N : ℝ) else 0 := by
  simp only [node, T_real_cos]
  by_cases h : m = 0
  · simp [h]
  · rw [if_neg h]
    exact sum_cos_angle N m (by omega) (by omega) (by omega)
```

Q: That is a statement about sums. My average is an integral.

A: The integral treats these waves the same way. For a nonzero integer m,

∫₀^π cos(mθ) dθ = sin(mπ)/m = 0.

```lean
/-- A cosine wave of nonzero integer frequency integrates to zero over `[0, π]`. -/
theorem integral_cos_int_mul (m : ℤ) (hm : m ≠ 0) :
    ∫ θ in (0 : ℝ)..π, Real.cos (m * θ) = 0 := by
  have hm' : (m : ℝ) ≠ 0 := by exact_mod_cast hm
  rw [intervalIntegral.integral_comp_mul_left Real.cos hm', integral_cos]
  simp [Real.sin_int_mul_pi]
```

For m = 0 the integral is π, and the rule gives (π/N)·N = π. So the rule is exact for cos(mθ) whenever |m| < 2N. To reach powers of the energy, use

cos^(j+1) θ cos(mθ) = ½ cos^j θ cos((m+1)θ) + ½ cos^j θ cos((m−1)θ).

One factor cos θ is traded for a shift of the frequency by one. If |m| + j + 1 < 2N, then |m±1| + j < 2N as well, so exactness for the exponent j at both shifted frequencies gives it for j+1 at frequency m. Induction on j finishes the argument.

The Lean hypotheses −2N < m − j and m + j < 2N together say |m| + j < 2N. The induction is `generalizing m` because each step calls on two other frequencies. `key` is the displayed identity, and `omega` checks the inequalities.

```lean
/-- The equal-weight rule at the node angles integrates `cos^j θ cos(mθ)` exactly
over `[0, π]` when `|m| + j < 2N`. -/
theorem integral_cos_pow_mul_cos (N j : ℕ) (m : ℤ)
    (h1 : -(2 * N : ℤ) < m - j) (h2 : m + j < 2 * N) :
    ∫ θ in (0 : ℝ)..π, Real.cos θ ^ j * Real.cos (m * θ)
      = π / N * ∑ k ∈ Finset.range N, node N k ^ j * Real.cos (m * angle N k) := by
  simp only [node]
  induction j generalizing m with
  | zero =>
    simp only [pow_zero, one_mul]
    by_cases hm : m = 0
    · have hN : (N : ℝ) ≠ 0 := by
        have : N ≠ 0 := by omega
        exact_mod_cast this
      simp [hm, hN]
    · rw [integral_cos_int_mul m hm,
        sum_cos_angle N m hm (by omega) (by omega), mul_zero]
  | succ j ih =>
    -- one factor cos θ shifts the frequency up and down by one
    have key : ∀ θ : ℝ, Real.cos θ ^ (j + 1) * Real.cos (m * θ)
        = 1 / 2 * (Real.cos θ ^ j * Real.cos (((m + 1 : ℤ) : ℝ) * θ))
          + 1 / 2 * (Real.cos θ ^ j * Real.cos (((m - 1 : ℤ) : ℝ) * θ)) := by
      intro θ
      have e1 : ((m + 1 : ℤ) : ℝ) * θ = m * θ + θ := by push_cast; ring
      have e2 : ((m - 1 : ℤ) : ℝ) * θ = m * θ - θ := by push_cast; ring
      rw [e1, e2, Real.cos_add, Real.cos_sub]
      ring
    simp only [key]
    rw [intervalIntegral.integral_add]
    · rw [intervalIntegral.integral_const_mul, intervalIntegral.integral_const_mul,
        ih (m + 1) (by omega) (by omega), ih (m - 1) (by omega) (by omega),
        Finset.sum_add_distrib, ← Finset.mul_sum, ← Finset.mul_sum]
      ring
    · exact Continuous.intervalIntegrable (by fun_prop) _ _
    · exact Continuous.intervalIntegrable (by fun_prop) _ _
```

Q: My density of states diverges at the band edges. Lean assigns the value 0 to an integral that doesn't converge. Could some of these equations hold for that reason?

A: No. The edge singularity is of inverse-square-root type and integrable, and p is bounded on [−1, 1]. Substitute x = cos θ. As θ runs over (0, π), x runs over (−1, 1) once, in the opposite direction, with |dx| = sin θ dθ. There sin θ > 0, so √(1−x²) = sin θ, and the two factors cancel:

∫₋₁¹ p(x)/√(1−x²) dx = ∫₀^π p(cos θ) dθ.

What remains is a continuous function on a bounded interval. In the proof, `himg` shows that the cosine maps the open interval (0, π) onto (−1, 1). The change-of-variables theorem uses the absolute value of the derivative, which takes care of the reversed direction, and `hw` is the identity for the square root.

```lean
/-- The substitution `x = cos θ` turns the Chebyshev-weighted integral of a
polynomial over `[-1, 1]` into an unweighted integral over the angle. -/
theorem weighted_integral_eq (p : Polynomial ℝ) :
    ∫ x in (-1 : ℝ)..1, p.eval x / √(1 - x ^ 2)
      = ∫ θ in (0 : ℝ)..π, p.eval (Real.cos θ) := by
  have himg : Real.cos '' Set.Ioo 0 π = Set.Ioo (-1) 1 := by
    ext x
    constructor
    · rintro ⟨θ, hθ, rfl⟩
      have ha := Real.strictAntiOn_cos ⟨le_rfl, Real.pi_pos.le⟩
        ⟨hθ.1.le, hθ.2.le⟩ hθ.1
      have hb := Real.strictAntiOn_cos ⟨hθ.1.le, hθ.2.le⟩
        ⟨Real.pi_pos.le, le_rfl⟩ hθ.2
      rw [Real.cos_zero] at ha
      rw [Real.cos_pi] at hb
      exact ⟨hb, ha⟩
    · intro hx
      have hc := Real.cos_arccos hx.1.le hx.2.le
      refine ⟨Real.arccos x, ⟨Real.arccos_pos.mpr hx.2,
        lt_of_le_of_ne (Real.arccos_le_pi x) fun h => ?_⟩, hc⟩
      rw [h, Real.cos_pi] at hc
      linarith [hx.1]
  rw [intervalIntegral.integral_of_le (by norm_num : (-1 : ℝ) ≤ 1),
    intervalIntegral.integral_of_le Real.pi_pos.le,
    MeasureTheory.integral_Ioc_eq_integral_Ioo,
    MeasureTheory.integral_Ioc_eq_integral_Ioo, ← himg,
    MeasureTheory.integral_image_eq_integral_abs_deriv_smul measurableSet_Ioo
      (fun θ _ => (Real.hasDerivAt_cos θ).hasDerivWithinAt)
      (Real.injOn_cos.mono Set.Ioo_subset_Icc_self)]
  refine MeasureTheory.setIntegral_congr_fun measurableSet_Ioo fun θ hθ => ?_
  -- the Jacobian sin θ cancels the weight
  have hs : 0 < Real.sin θ := Real.sin_pos_of_pos_of_lt_pi hθ.1 hθ.2
  have hw : √(1 - Real.cos θ ^ 2) = Real.sin θ := by
    rw [← Real.sin_sq, Real.sqrt_sq hs.le]
  simp only [smul_eq_mul, abs_neg, abs_of_pos hs, hw]
  field_simp
```

Q: So the final theorem only has to collect these results?

A: Yes. Write p(x) = Σ c_i x^i. Setting m = 0 in the result for powers gives, for each i < 2N,

∫₀^π cos^i θ dθ = (π/N) Σ x_k^i, summed over k.

Multiply by c_i, add over i and exchange the two finite sums. In Lean, `mono` is the equation for one power, and `Finset.sum_comm` makes the exchange.

Read in words, `gauss_chebyshev_exact` says: for every natural number N and every real polynomial p with `p.natDegree < 2 * N`, the weighted integral over [−1, 1] equals π/N times the sum of p over the nodes. Nothing is assumed about the coefficients. The zero polynomial has `natDegree` 0, so it is included for N ≥ 1.

```lean
/-- Gauss-Chebyshev quadrature: the `N`-node rule with equal weights `π/N` is exact
for the Chebyshev-weighted integral of every real polynomial of degree below `2N`. -/
theorem gauss_chebyshev_exact (N : ℕ) (p : Polynomial ℝ) (hp : p.natDegree < 2 * N) :
    ∫ x in (-1 : ℝ)..1, p.eval x / √(1 - x ^ 2)
      = π / N * ∑ k ∈ Finset.range N, p.eval (node N k) := by
  rw [weighted_integral_eq]
  -- exactness for each power of cos θ, then linearity
  have mono : ∀ i : ℕ, i < 2 * N → ∫ θ in (0 : ℝ)..π, Real.cos θ ^ i
      = π / N * ∑ k ∈ Finset.range N, node N k ^ i := by
    intro i hi
    have h := integral_cos_pow_mul_cos N i 0 (by omega) (by omega)
    simp only [Int.cast_zero, zero_mul, Real.cos_zero, mul_one] at h
    exact h
  simp only [Polynomial.eval_eq_sum_range]
  rw [intervalIntegral.integral_finsetSum]
  · rw [Finset.sum_comm, Finset.mul_sum]
    refine Finset.sum_congr rfl fun i hi => ?_
    have hi' := Finset.mem_range.mp hi
    rw [intervalIntegral.integral_const_mul, mono i (by omega), ← Finset.mul_sum]
    ring
  · intro i _
    exact Continuous.intervalIntegrable (by fun_prop) _ _
```

Q: Is 2N a real limit, or just where the argument ran out?

A: For this rule it is a real limit. Take T_{2N}, which has degree 2N. Its weighted integral is ∫₀^π cos(2Nθ) dθ = 0. At the nodes, however,

T_{2N}(x_k) = cos(2Nθ_k) = cos((2k+1)π) = −1,

so the rule returns (π/N)·N·(−1) = −π. The sampled phases see this wave only at its minima. `gauss_chebyshev_sharp` states the two values side by side for every N ≥ 1. In its proof, `e` rewrites 2Nθ_k as k·2π + π, and `hval` records the value −1 at each node.

```lean
/-- For `N ≥ 1` the weighted integral of `T_{2N}` is zero, while the `N`-node rule
returns `-π`. -/
theorem gauss_chebyshev_sharp (N : ℕ) (hN : 0 < N) :
    ∫ x in (-1 : ℝ)..1, (T ℝ (2 * N : ℤ)).eval x / √(1 - x ^ 2) = 0 ∧
      π / N * ∑ k ∈ Finset.range N, (T ℝ (2 * N : ℤ)).eval (node N k) = -π := by
  have hN' : (N : ℝ) ≠ 0 := by exact_mod_cast hN.ne'
  constructor
  · rw [weighted_integral_eq]
    simp only [T_real_cos]
    exact integral_cos_int_mul (2 * N : ℤ) (by omega)
  · -- every node is a minimum of T_{2N}, with value -1
    have hval : ∀ k ∈ Finset.range N, (T ℝ (2 * N : ℤ)).eval (node N k) = -1 := by
      intro k _
      have e : ((2 * N : ℤ) : ℝ) * angle N k = k * (2 * π) + π := by
        have h : 2 * (N : ℝ) * ((2 * k + 1) * π / (2 * N)) = (2 * k + 1) * π := by
          field_simp
        unfold angle
        push_cast
        rw [h]
        ring
      rw [node, T_real_cos, e, Real.cos_nat_mul_two_pi_add_pi]
    rw [Finset.sum_congr rfl hval, Finset.sum_const, Finset.card_range, nsmul_eq_mul]
    field_simp

end

end GaussChebyshev
```

```lean
#print axioms GaussChebyshev.sum_T_node
-- 'GaussChebyshev.sum_T_node' depends on axioms: [propext, Classical.choice, Quot.sound]
#print axioms GaussChebyshev.gauss_chebyshev_exact
-- 'GaussChebyshev.gauss_chebyshev_exact' depends on axioms: [propext, Classical.choice, Quot.sound]
#print axioms GaussChebyshev.gauss_chebyshev_sharp
-- 'GaussChebyshev.gauss_chebyshev_sharp' depends on axioms: [propext, Classical.choice, Quot.sound]
```

Q: Let me try N = 1.

A: There is one phase, θ_0 = π/2, and one node, x_0 = 0, the band centre. The rule is π p(0). For p(x) = c_0 + c_1 x the integral is π c_0, because the odd part cancels, and the rule agrees. For T_2(x) = 2x² − 1 the integral is 0 and the rule gives −π. A single phase thus gets the mean energy right and the second moment wrong: it returns 0 where the band average of x² is 1/2.

Q: And what must I still justify myself before using this for a real chain?

A: That its band is a cosine. The theorem starts from the weight 1/√(1−x²), and no hypothesis in it derives that weight from a Hamiltonian. Hopping to further neighbours changes the dispersion, and the density of states with it. Keep the restriction to polynomials in mind too. The energy of a partly filled band involves a Fermi function, which is not a polynomial in x, and the theorem gives no error estimate for it.
